# A Lagrange interpolant at $n$ distinct nodes has error at most $\frac{M}{n!}\prod_i |x-r_i|$ when $|f^{(n)}|\le M$

Suppose I store a potential curve $f$ at a single bond length $r$ and use the constant $f(r)$ everywhere. For $x\neq r$, the line through $(r,f(r))$ and $(x,f(x))$ has some slope $c$. The difference between $f$ and this line vanishes at both $r$ and $x$, so by Rolle's theorem $f'(\xi)=c$ at some $\xi$ between them. If $|f'|\le M$, the error is therefore at most $M|x-r|$.

With $n$ distinct nodes $r_0,\dots,r_{n-1}$ and the Lagrange interpolant $p$, the polynomial of degree below $n$ through the tabulated values, I expect

$$|f(x)-p(x)|\le \frac{M}{n!}\prod_{i=0}^{n-1}|x-r_i| \qquad\text{if } |f^{(n)}|\le M .$$

Can this be proved rigorously and checked by machine, preferably in a form that also suits a curve defined only at positive bond lengths?

## Matching the curve at one more point

Yes, and the one-node argument carries over: add to $p$ a term that makes it agree with $f$ at $x$ as well, then count zeros.

**Repeated Rolle.** Let $g$ be $n$ times differentiable on an interval $J$, with zeros $z_0<\dots<z_n$ in $J$. Rolle's theorem gives a zero $w_i$ of $g'$ in each gap $(z_i,z_{i+1})$, for $i=0,\dots,n-1$. These $n$ points are distinct because $w_i<z_{i+1}<w_{i+1}$. Each further derivative loses one zero in the same way, so $g^{(n)}$ still has a zero $\xi\in J$.

**The error formula.** Let $J$ contain the nodes and $x$, and put $W(t)=\prod_i(t-r_i)$. If $x$ is a node, then $f(x)-p(x)=0=W(x)$ and there is nothing to show. Otherwise $W(x)\neq0$, and we can define

$$c=\frac{f(x)-p(x)}{W(x)},\qquad q=p+cW .$$

The difference $f-q$ vanishes at every node, where $p=f$ and $W=0$, and at $x$ by the choice of $c$. These are $n+1$ distinct zeros, so $f^{(n)}(\xi)=q^{(n)}(\xi)$ for some $\xi\in J$. Since $p$ has degree below $n$ and $W$ has leading term $t^n$, $q^{(n)}=n!\,c$. Hence $c=f^{(n)}(\xi)/n!$ and

$$f(x)-p(x)=\frac{f^{(n)}(\xi)}{n!}\prod_i(x-r_i).$$

Taking absolute values gives the bound. Continuity of $f^{(n)}$ is never used.

**Linear tables.** For nodes $a$ and $a+h$ with $h>0$, write $u=x-a\in[0,h]$. The product of distances is

$$u(h-u)=\frac{h^2}{4}-\frac{(2u-h)^2}{4}\le\frac{h^2}{4},$$

so the error is at most $\frac M2\cdot\frac{h^2}{4}=Mh^2/8$.

**Sharpness.** For $M\ge0$ take $f=\frac{M}{n!}W$. Its $n$-th derivative is $M$ everywhere and all its tabulated values are zero, so $p=0$. The error is then $\frac{M}{n!}|W(x)|$, which equals the bound at every $x$.

## What the theorems say about a potential curve

The curve is a function `f : ℝ → ℝ`, with energies and lengths as plain numbers in fixed units. The nodes are `r : Fin n → ℝ`, numbered from $0$ to $n-1$; `Function.Injective r` says that they are distinct, and they need not be sorted. `interpolant r f` is Mathlib's Lagrange polynomial through the values `f (r i)`, and `.eval x` evaluates it.

`DiffTimes n f D` says that each derivative of order below $n$ is itself differentiable at every point of `D`. The $n$-th derivative is `iteratedDeriv n f`.

`interpolation_error_bound` is the statement on the whole line. `interpolation_error_bound_on` is the local version: `D` is an open set on which the curve is $n$ times differentiable, such as the positive bond lengths, and `J` is an interval inside `D` (`J.OrdConnected`) that contains the nodes and $x$. The bound by `M` is required only on `J`, so a repulsive wall that diverges at zero separation is allowed, but the `M` that is needed grows without limit as `J` is extended towards zero. The values that `f` takes outside `D` are irrelevant.

The constant $M$ is an input. For $n=2$ it limits the curvature of the potential, that is, how fast the force changes with distance. It has to come from knowledge of the curve, since the table alone does not determine it.

Both bounds allow $n=0$, where the interpolant is zero and the claim reads $|f(x)|\le M$. The table entries are taken to be exact, without noise or rounding. The theorems concern energies and not forces obtained by differentiating $p$, and they make no claim about convergence as nodes are added.

For a simulation that looks up a one-coordinate pair potential by linear interpolation between exact entries, `linear_table_error` applies in each cell that lies in an open set where the potential is twice differentiable (a kink at a cutoff, for example, is excluded). With the same $M$, halving the spacing divides the bound by four.

In Lean 4 with Mathlib:

```lean
import Mathlib

open Polynomial Set

namespace TabulatedPotential

noncomputable section

/-- The curve `f` is `n` times differentiable at every point of `D`. -/
def DiffTimes (n : ℕ) (f : ℝ → ℝ) (D : Set ℝ) : Prop :=
  ∀ k < n, ∀ t ∈ D, DifferentiableAt ℝ (iteratedDeriv k f) t

/-- The Lagrange interpolant of the curve `f` tabulated at the nodes `r`. -/
def interpolant {n : ℕ} (r : Fin n → ℝ) (f : ℝ → ℝ) : ℝ[X] :=
  Lagrange.interpolate Finset.univ r (fun i => f (r i))

/-- The nodal polynomial of the table, scaled by `M / n!`, as a curve. -/
def extremalCurve {n : ℕ} (r : Fin n → ℝ) (M : ℝ) (t : ℝ) : ℝ :=
  M / (n.factorial : ℝ) * ∏ i, (t - r i)

/-- At distinct nodes the interpolant reproduces the tabulated values. -/
theorem interpolant_node {n : ℕ} {r : Fin n → ℝ} (hr : Function.Injective r)
    (f : ℝ → ℝ) (i : Fin n) : (interpolant r f).eval (r i) = f (r i) :=
  Lagrange.eval_interpolate_at_node (fun i => f (r i)) hr.injOn (Finset.mem_univ i)

/-- Generalized Rolle theorem: a function with `n + 1` ordered zeros in an interval,
`n` times differentiable there, has an `n`-th derivative that vanishes in the interval. -/
theorem generalized_rolle {J : Set ℝ} (hJ : J.OrdConnected) (n : ℕ) :
    ∀ (g : ℝ → ℝ) (z : Fin (n + 1) → ℝ), StrictMono z → (∀ i, z i ∈ J) →
      (∀ i, g (z i) = 0) → DiffTimes n g J → ∃ ξ ∈ J, iteratedDeriv n g ξ = 0 := by
  induction n with
  | zero =>
    intro g z _ hzJ hz _
    exact ⟨z 0, hzJ 0, by rw [iteratedDeriv_zero]; exact hz 0⟩
  | succ n ih =>
    intro g z hmono hzJ hz hg
    -- between neighbouring zeros the first derivative vanishes
    have step : ∀ i : Fin (n + 1), ∃ c ∈ Ioo (z i.castSucc) (z i.succ), deriv g c = 0 := by
      intro i
      have hlt : i.castSucc < i.succ := by simp [Fin.lt_def]
      refine exists_deriv_eq_zero (hmono hlt) ?_ ((hz _).trans (hz _).symm)
      intro t ht
      have h := hg 0 n.succ_pos t (hJ.out (hzJ _) (hzJ _) ht)
      rw [iteratedDeriv_zero] at h
      exact h.continuousAt.continuousWithinAt
    choose w hw hw0 using step
    have hwm : StrictMono w :=
      Fin.strictMono_iff_lt_succ.2 fun i => (hw i.castSucc).2.trans (hw i.succ).1
    have hg' : DiffTimes n (deriv g) J := by
      intro k hk t ht
      have h := hg (k + 1) (by omega) t ht
      rwa [iteratedDeriv_succ'] at h
    obtain ⟨ξ, hξ, h⟩ := ih (deriv g) w hwm
      (fun i => hJ.out (hzJ _) (hzJ _) (Ioo_subset_Icc_self (hw i))) hw0 hg'
    exact ⟨ξ, hξ, by rwa [iteratedDeriv_succ']⟩

/-- Subtracting a polynomial from a curve subtracts its derivatives, order by order. -/
theorem iteratedDeriv_sub_polynomial {n : ℕ} {f : ℝ → ℝ} {D : Set ℝ} (hD : IsOpen D)
    (hf : DiffTimes n f D) (q : ℝ[X]) (k : ℕ) : k ≤ n → ∀ t ∈ D,
      iteratedDeriv k (fun s => f s - q.eval s) t
        = iteratedDeriv k f t - (derivative^[k] q).eval t := by
  induction k with
  | zero => intro _ t _; simp [iteratedDeriv_zero]
  | succ k ih =>
    intro hk t ht
    have heq : iteratedDeriv k (fun s => f s - q.eval s) =ᶠ[nhds t]
        fun s => iteratedDeriv k f s - (derivative^[k] q).eval s :=
      Filter.eventually_of_mem (hD.mem_nhds ht) (ih (by omega))
    simp only [iteratedDeriv_succ, Function.iterate_succ_apply']
    rw [heq.deriv_eq]
    exact ((hf k (by omega) t ht).hasDerivAt.fun_sub (Polynomial.hasDerivAt _ t)).deriv

/-- The `n`-th derivative of a polynomial of degree at most `n` is the constant
`n!` times its coefficient of order `n`. -/
theorem iterate_derivative_top {n : ℕ} {q : ℝ[X]} (hq : q.natDegree ≤ n) :
    derivative^[n] q = C ((n.factorial : ℝ) * q.coeff n) := by
  ext m
  rw [coeff_iterate_derivative, coeff_C]
  rcases Nat.eq_zero_or_pos m with rfl | hm
  · simp [Nat.descFactorial_self]
  · have h : q.coeff (m + n) = 0 := coeff_eq_zero_of_natDegree_lt (by omega)
    rw [h, if_neg hm.ne', smul_zero]

/-- Exact error formula: the interpolation error at `x` is the `n`-th derivative at some
point of the interval `J`, divided by `n!`, times the product of the `x - r i`. -/
theorem interpolation_error_formula {n : ℕ} {f : ℝ → ℝ} {D J : Set ℝ} (hD : IsOpen D)
    (hJ : J.OrdConnected) (hJD : J ⊆ D) (hf : DiffTimes n f D) {r : Fin n → ℝ}
    (hr : Function.Injective r) (hrJ : ∀ i, r i ∈ J) {x : ℝ} (hx : x ∈ J) :
    ∃ ξ ∈ J, f x - (interpolant r f).eval x
      = iteratedDeriv n f ξ / (n.factorial : ℝ) * ∏ i, (x - r i) := by
  by_cases hxr : ∃ i, x = r i
  · obtain ⟨i, rfl⟩ := hxr
    have hprod : ∏ j, (r i - r j) = 0 :=
      Finset.prod_eq_zero (Finset.mem_univ i) (sub_self _)
    exact ⟨r i, hx, by rw [interpolant_node hr, hprod, mul_zero, sub_self]⟩
  have hW : ∏ i, (x - r i) ≠ 0 :=
    Finset.prod_ne_zero_iff.2 fun i _ => sub_ne_zero.2 fun h => hxr ⟨i, h⟩
  obtain ⟨c, hc⟩ : ∃ c, f x - (interpolant r f).eval x = c * ∏ i, (x - r i) :=
    ⟨_, (div_mul_cancel₀ _ hW).symm⟩
  -- q agrees with f at the nodes and also at x
  obtain ⟨q, hq⟩ : ∃ q, q = interpolant r f + C c * Lagrange.nodal Finset.univ r := ⟨_, rfl⟩
  have hp : (interpolant r f).degree < (n : WithBot ℕ) := by
    have h := Lagrange.degree_interpolate_lt (s := Finset.univ) (v := r)
      (fun i => f (r i)) hr.injOn
    rwa [Finset.card_univ, Fintype.card_fin] at h
  have hN : (Lagrange.nodal Finset.univ r).natDegree = n := by
    rw [Lagrange.natDegree_nodal, Finset.card_univ, Fintype.card_fin]
  have hN1 : (Lagrange.nodal Finset.univ r).coeff n = 1 := by
    have h := (Lagrange.nodal_monic (s := Finset.univ) (v := r)).coeff_natDegree
    rwa [hN] at h
  have hqdeg : q.natDegree ≤ n := by
    rw [hq]
    exact natDegree_add_le_of_degree_le (natDegree_le_of_degree_le hp.le)
      ((natDegree_C_mul_le _ _).trans hN.le)
  have hqn : q.coeff n = c := by
    rw [hq, coeff_add, coeff_C_mul, hN1, coeff_eq_zero_of_degree_lt hp]
    ring
  obtain ⟨Z, hZ⟩ : ∃ Z : Finset ℝ, Z = insert x (Finset.univ.image r) := ⟨_, rfl⟩
  have hcard : Z.card = n + 1 := by
    have hnot : x ∉ Finset.univ.image r := by
      intro h
      obtain ⟨i, _, hi⟩ := Finset.mem_image.1 h
      exact hxr ⟨i, hi.symm⟩
    rw [hZ, Finset.card_insert_of_notMem hnot, Finset.card_image_of_injective _ hr,
      Finset.card_univ, Fintype.card_fin]
  have hzero : ∀ t ∈ Z, t ∈ J ∧ f t - q.eval t = 0 := by
    intro t ht
    rw [hZ] at ht
    rcases Finset.mem_insert.1 ht with h | h
    · rw [h, hq, eval_add, eval_mul, eval_C, Lagrange.eval_nodal]
      exact ⟨hx, by linear_combination hc⟩
    · obtain ⟨i, _, rfl⟩ := Finset.mem_image.1 h
      rw [hq, eval_add, eval_mul, interpolant_node hr,
        Lagrange.eval_nodal_at_node (Finset.mem_univ i)]
      exact ⟨hrJ i, by ring⟩
  have hg : DiffTimes n (fun t => f t - q.eval t) J := by
    intro k hk t ht
    exact ((hf k hk t (hJD ht)).hasDerivAt.fun_sub
      (Polynomial.hasDerivAt (derivative^[k] q) t)).differentiableAt.congr_of_eventuallyEq
      (Filter.eventually_of_mem (hD.mem_nhds (hJD ht))
        (iteratedDeriv_sub_polynomial hD hf q k hk.le))
  -- n + 1 zeros of f - q give a zero of its n-th derivative
  obtain ⟨ξ, hξ, h0⟩ := generalized_rolle hJ n (fun t => f t - q.eval t)
    (Z.orderEmbOfFin hcard) (Z.orderEmbOfFin hcard).strictMono
    (fun i => (hzero _ (Z.orderEmbOfFin_mem hcard i)).1)
    (fun i => (hzero _ (Z.orderEmbOfFin_mem hcard i)).2) hg
  rw [iteratedDeriv_sub_polynomial hD hf q n le_rfl ξ (hJD hξ),
    iterate_derivative_top hqdeg, eval_C, hqn] at h0
  have hfac : (n.factorial : ℝ) ≠ 0 := Nat.cast_ne_zero.2 n.factorial_ne_zero
  exact ⟨ξ, hξ, by rw [hc, sub_eq_zero.1 h0, mul_div_cancel_left₀ _ hfac]⟩

/-- Error bound on an interval `J` that contains the nodes and `x`, with the `n`-th
derivative bounded by `M` on `J`. -/
theorem interpolation_error_bound_on {n : ℕ} {f : ℝ → ℝ} {D J : Set ℝ} (hD : IsOpen D)
    (hJ : J.OrdConnected) (hJD : J ⊆ D) (hf : DiffTimes n f D) {r : Fin n → ℝ}
    (hr : Function.Injective r) (hrJ : ∀ i, r i ∈ J) {M : ℝ}
    (hM : ∀ t ∈ J, |iteratedDeriv n f t| ≤ M) {x : ℝ} (hx : x ∈ J) :
    |f x - (interpolant r f).eval x| ≤ M / (n.factorial : ℝ) * ∏ i, |x - r i| := by
  obtain ⟨ξ, hξ, h⟩ := interpolation_error_formula hD hJ hJD hf hr hrJ hx
  rw [h, abs_mul, abs_div, Finset.abs_prod, Nat.abs_cast]
  exact mul_le_mul_of_nonneg_right (by gcongr; exact hM ξ hξ)
    (Finset.prod_nonneg fun i _ => abs_nonneg _)

/-- Error of a tabulated curve: if `f` is `n` times differentiable on the line with `n`-th
derivative bounded by `M`, its interpolant at `n` distinct nodes obeys this bound at every `x`. -/
theorem interpolation_error_bound {n : ℕ} {f : ℝ → ℝ} (hf : DiffTimes n f univ)
    {r : Fin n → ℝ} (hr : Function.Injective r) {M : ℝ}
    (hM : ∀ t, |iteratedDeriv n f t| ≤ M) (x : ℝ) :
    |f x - (interpolant r f).eval x| ≤ M / (n.factorial : ℝ) * ∏ i, |x - r i| :=
  interpolation_error_bound_on isOpen_univ ordConnected_univ (Subset.refl _) hf hr
    (fun _ => mem_univ _) (fun t _ => hM t) (mem_univ x)

/-- Linear interpolation between two table points a distance `h` apart has an error of at
most `M h² / 8`, where `M` bounds the second derivative between them. -/
theorem linear_table_error {f : ℝ → ℝ} {D : Set ℝ} (hD : IsOpen D) {a h M : ℝ} (hh : 0 < h)
    (hJD : Icc a (a + h) ⊆ D) (hf : DiffTimes 2 f D)
    (hM : ∀ t ∈ Icc a (a + h), |iteratedDeriv 2 f t| ≤ M) {x : ℝ} (hx : x ∈ Icc a (a + h)) :
    |f x - (interpolant ![a, a + h] f).eval x| ≤ M * h ^ 2 / 8 := by
  have ha : a ∈ Icc a (a + h) := ⟨le_rfl, by linarith⟩
  have hb : a + h ∈ Icc a (a + h) := ⟨by linarith, le_rfl⟩
  have hmono : StrictMono ![a, a + h] := by
    refine Fin.strictMono_iff_lt_succ.2 fun i => ?_
    obtain rfl : i = 0 := Subsingleton.elim _ _
    change a < a + h
    linarith
  have key := interpolation_error_bound_on hD ordConnected_Icc hJD hf hmono.injective
    (Fin.forall_fin_two.2 ⟨ha, hb⟩) hM hx
  rw [Fin.prod_univ_two] at key
  change _ ≤ M / ((Nat.factorial 2 : ℕ) : ℝ) * (|x - a| * |x - (a + h)|) at key
  have h2 : ((Nat.factorial 2 : ℕ) : ℝ) = 2 := by norm_num [Nat.factorial]
  rw [h2, abs_of_nonneg (sub_nonneg.2 hx.1), abs_of_nonpos (sub_nonpos.2 hx.2)] at key
  have hM0 : 0 ≤ M := (abs_nonneg _).trans (hM a ha)
  -- the product of the two distances is largest at the midpoint
  refine key.trans ?_
  nlinarith [mul_nonneg hM0 (sq_nonneg (2 * (x - a) - h))]

/-- Sharpness: the scaled nodal polynomial is `n` times differentiable, has constant `n`-th
derivative `M`, and attains the error bound at every `x`. -/
theorem error_bound_attained {n : ℕ} (r : Fin n → ℝ) {M : ℝ} (hM : 0 ≤ M) :
    DiffTimes n (extremalCurve r M) univ ∧
    (∀ t, iteratedDeriv n (extremalCurve r M) t = M) ∧
    ∀ x, |extremalCurve r M x - (interpolant r (extremalCurve r M)).eval x|
      = M / (n.factorial : ℝ) * ∏ i, |x - r i| := by
  obtain ⟨q, hq⟩ : ∃ q, q = C (M / (n.factorial : ℝ)) * Lagrange.nodal Finset.univ r :=
    ⟨_, rfl⟩
  have hE : extremalCurve r M = fun t => q.eval t := by
    funext t
    rw [hq, eval_mul, eval_C, Lagrange.eval_nodal, extremalCurve]
  have hder : ∀ k, iteratedDeriv k (extremalCurve r M)
      = fun t => (derivative^[k] q).eval t := by
    intro k
    induction k with
    | zero => rw [iteratedDeriv_zero, hE]; rfl
    | succ k ih =>
      rw [iteratedDeriv_succ, ih]
      funext t
      rw [Function.iterate_succ_apply']
      exact (Polynomial.hasDerivAt _ t).deriv
  have hN : (Lagrange.nodal Finset.univ r).natDegree = n := by
    rw [Lagrange.natDegree_nodal, Finset.card_univ, Fintype.card_fin]
  have hN1 : (Lagrange.nodal Finset.univ r).coeff n = 1 := by
    have h := (Lagrange.nodal_monic (s := Finset.univ) (v := r)).coeff_natDegree
    rwa [hN] at h
  have hfac : (n.factorial : ℝ) ≠ 0 := Nat.cast_ne_zero.2 n.factorial_ne_zero
  refine ⟨fun k _ t _ => ?_, fun t => ?_, fun x => ?_⟩
  · rw [hder k]
    exact (Polynomial.hasDerivAt _ t).differentiableAt
  · have hqdeg : q.natDegree ≤ n := by
      rw [hq]
      exact (natDegree_C_mul_le _ _).trans hN.le
    rw [hder n]
    change eval t (derivative^[n] q) = M
    rw [iterate_derivative_top hqdeg, eval_C, hq, coeff_C_mul, hN1, mul_one]
    field_simp
  · -- all tabulated values vanish, so the interpolant is zero
    have hv : (fun i => extremalCurve r M (r i)) = 0 := by
      funext i
      have hprod : ∏ j, (r i - r j) = 0 :=
        Finset.prod_eq_zero (Finset.mem_univ i) (sub_self _)
      rw [extremalCurve, hprod, mul_zero, Pi.zero_apply]
    have hI : interpolant r (extremalCurve r M) = 0 := by
      unfold interpolant
      rw [hv, map_zero]
    rw [hI, eval_zero, sub_zero, extremalCurve, abs_mul, Finset.abs_prod,
      abs_of_nonneg (div_nonneg hM (Nat.cast_nonneg _))]

end

end TabulatedPotential
```

```lean
#print axioms TabulatedPotential.interpolation_error_bound
-- 'TabulatedPotential.interpolation_error_bound' depends on axioms: [propext, Classical.choice, Quot.sound]
#print axioms TabulatedPotential.linear_table_error
-- 'TabulatedPotential.linear_table_error' depends on axioms: [propext, Classical.choice, Quot.sound]
#print axioms TabulatedPotential.error_bound_attained
-- 'TabulatedPotential.error_bound_attained' depends on axioms: [propext, Classical.choice, Quot.sound]
```

## How the code follows the argument

`generalized_rolle` is an induction on $n$. The statement ranges over all functions `g` and all lists of zeros `z`, so the induction hypothesis can be applied to `deriv g`. Mathlib's `exists_deriv_eq_zero` is the ordinary Rolle theorem; `choose` collects the intermediate points into `w`, and `hwm` is the chain $w_i<z_{i+1}<w_{i+1}$.

Two lemmas deal with the derivatives of $f-q$. `iteratedDeriv_sub_polynomial` shows that they are the derivatives of $f$ minus those of $q$. Here the openness of `D` matters: the identity at order $k$ holds in a neighbourhood of each point and can therefore be differentiated once more. `iterate_derivative_top` compares coefficients to show that the $n$-th derivative of a polynomial of degree at most $n$ is $n!$ times its coefficient of order $n$.

`interpolation_error_formula` first settles the case where $x$ is a node. It then introduces `c` and `q` as above, and `hqn` identifies $c$ as the coefficient of order $n$ in $q$. The finite set `Z` holds $x$ and the nodes; `hcard` counts $n+1$ elements, and `hzero` checks that $f-q$ vanishes at each of them. Because the nodes may come in any order, `orderEmbOfFin` lists `Z` increasingly before `generalized_rolle` is applied. The resulting equation `h0` is $f^{(n)}(\xi)-n!\,c=0$.

`interpolation_error_bound_on` takes absolute values in this formula, and `interpolation_error_bound` is the case in which `D` and `J` are both the whole line. In `linear_table_error`, the final `nlinarith` is given $M(2(x-a)-h)^2\ge0$, the square completed above. `error_bound_attained` writes `extremalCurve` as a polynomial, computes its derivatives, and shows that its interpolant is zero.
